# Which of Finitely Many States Is Lowest under the Scaling $g^2T+gV$

Let finitely many states $k$ have energies $E_k(g)=g^2T_k+gV_k$ with $g>0$. The scales at which a given state is lowest form an interval, possibly empty. For all large $g$ the lowest states are those of least $V$ among those of least $T$; for all small $g$ they are those of least $T$ among those of least $V$. Ties are allowed.

The kinetic energy $T$ and the Coulomb repulsion $V$ of a normalised wavefunction $\Psi(\mathbf r_1,\dots,\mathbf r_N)$ of $N$ electrons become $g^2T$ and $gV$ when it is replaced by $g^{3N/2}\,\Psi(g\mathbf r_1,\dots,g\mathbf r_N)$. This uniform scaling keeps the norm, and it compresses the wavefunction for $g>1$ and stretches it for $g<1$. In density functional theory, the result describes the constrained search at a scaled density, restricted to the scaled copies of finitely many fixed wavefunctions that share the unscaled density.

## Comparing straight lines

Since $E_k(g)=g\,(gT_k+V_k)$ and $g>0$, state $k$ is no higher than state $j$ exactly when
$$D(g)=g(T_j-T_k)+(V_j-V_k)\ge 0 .$$

**Interval.** Let $k$ be lowest at $a$ and $b$, and let $a\le c\le b$. If $T_k\le T_j$, then $D$ does not decrease, so $D(c)\ge D(a)\ge0$. Otherwise $D$ decreases, and $D(c)\ge D(b)\ge0$. This holds for every $j$.

**Monotonicity.** Let $k$ be lowest at $g$ and $j$ at $h>g$. Adding
$$gT_k+V_k\le gT_j+V_j,\qquad hT_j+V_j\le hT_k+V_k$$
gives $(h-g)(T_j-T_k)\le0$, so $T_j\le T_k$. The first inequality then gives $V_k-V_j\le g(T_j-T_k)\le0$.

**Large scales.** If $T_k\ne T_j$, the sign of $D$ beyond the crossing $g=(V_k-V_j)/(T_j-T_k)$ is that of $T_j-T_k$. If $T_k=T_j$, then $V$ decides at every scale. Choose a positive $G$ above all the finitely many crossings. For $g\ge G$, state $k$ is lowest exactly when every $j$ has $T_k<T_j$, or $T_k=T_j$ and $V_k\le V_j$. That means least $V$ among least $T$.

**Small scales.** The identity
$$g^2T_k+gV_k=g^3\left(g^{-2}V_k+g^{-1}T_k\right)$$
exchanges $T$ and $V$ and replaces $g$ by $1/g$. The large-scale result for the exchanged quantities therefore applies whenever $0<g\le 1/G$, with $G$ now their threshold.

**Three states.** Number the states 0, 1, 2, with $T=(1,3,4)$ and $V=(-1,-2,-4)$. The lines are $g-1$, $3g-2$ and $4g-4$. State 1 is no higher than state 0 only for $g\le\tfrac12$, and no higher than state 2 only for $g\ge2$, so it is never lowest. State 2 is lowest for $0<g\le1$ and state 0 for $g\ge1$; at $g=1$ the energies are $0,1,0$. These negative $V$ are not themselves possible values of a Coulomb repulsion, but adding 5 to each gives the positive values $(4,3,1)$ and changes no comparison, since every energy rises by the same $5g$.

## The ordering in Lean

The type `ι` labels the states, and `T` and `V` are arbitrary real functions on it.

```lean
import Mathlib

open Filter

namespace ScaledStateOrdering

variable {ι : Type*} {T V : ι → ℝ}
```

The scaling law enters as a definition; it is not derived from wavefunctions or a Hamiltonian.

```lean
/-- The energy `g² T_k + g V_k` of state `k` at scale `g`. -/
def energy (T V : ι → ℝ) (g : ℝ) (k : ι) : ℝ := g ^ 2 * T k + g * V k

/-- State `k` is lowest at scale `g`: no competing state has a smaller energy.
Ties are allowed. -/
def IsLowest (T V : ι → ℝ) (g : ℝ) (k : ι) : Prop :=
  ∀ j, energy T V g k ≤ energy T V g j
```

In the next definition, the second clause compares `B k` only with states that themselves minimise `A`.

```lean
/-- State `k` has the least `A` of all states, and the least `B` among the states
of least `A`. -/
def IsLeastAmongLeast (A B : ι → ℝ) (k : ι) : Prop :=
  (∀ j, A k ≤ A j) ∧ ∀ j, (∀ i, A j ≤ A i) → B k ≤ B j
```

The first lemma divides out the positive factor $g$.

```lean
/-- At a positive scale, two energies are ordered as the linear functions
`g T + V` of the two states. -/
theorem energy_le_iff {g : ℝ} (hg : 0 < g) {k j : ι} :
    energy T V g k ≤ energy T V g j ↔ g * T k + V k ≤ g * T j + V j := by
  have factor : ∀ i, energy T V g i = g * (g * T i + V i) := by
    intro i
    unfold energy
    ring
  rw [factor k, factor j]
  exact ⟨fun h => le_of_mul_le_mul_left h hg,
    fun h => mul_le_mul_of_nonneg_left h hg.le⟩
```

`Set.OrdConnected` says that the set contains everything between any two of its members, which includes the empty set. The two `nlinarith` calls are the two cases for the slope of $D$. Finiteness is not needed here.

```lean
/-- The positive scales at which a given state is lowest form an interval: with any
two scales, the set contains every scale between them. -/
theorem lowest_scales_interval (T V : ι → ℝ) (k : ι) :
    Set.OrdConnected {g : ℝ | 0 < g ∧ IsLowest T V g k} := by
  refine ⟨fun a ha b hb c hc => ?_⟩
  have hc0 : 0 < c := lt_of_lt_of_le ha.1 hc.1
  refine ⟨hc0, fun j => (energy_le_iff hc0).2 ?_⟩
  have h1 := (energy_le_iff ha.1).1 (ha.2 j)
  have h2 := (energy_le_iff hb.1).1 (hb.2 j)
  -- the sign of the difference in T decides which end point is needed
  rcases le_total (T k) (T j) with h | h
  · nlinarith [mul_nonneg (sub_nonneg.2 hc.1) (sub_nonneg.2 h)]
  · nlinarith [mul_nonneg (sub_nonneg.2 hc.2) (sub_nonneg.2 h)]
```

Admitting $g=0$ in this set would change the result: all energies vanish there, so every state is lowest. State 0 of the example would then be lowest on $\{0\}\cup[1,\infty)$, which is not an interval.

```lean
/-- If `k` is lowest at a positive scale and `j` is lowest at a larger one, then `j`
has no larger `T` and no smaller `V` than `k`. -/
theorem lowest_state_monotone {g h : ℝ} (hg : 0 < g) (hgh : g < h) {k j : ι}
    (hk : IsLowest T V g k) (hj : IsLowest T V h j) : T j ≤ T k ∧ V k ≤ V j := by
  have h1 := (energy_le_iff hg).1 (hk j)
  have h2 := (energy_le_iff (hg.trans hgh)).1 (hj k)
  have hT : T j ≤ T k := by
    by_contra hn
    nlinarith [mul_pos (sub_pos.2 hgh) (sub_pos.2 (not_le.1 hn))]
  exact ⟨hT, by nlinarith [mul_nonneg hg.le (sub_nonneg.2 hT)]⟩
```

The quantifier `∀ᶠ g : ℝ in atTop` means "for all sufficiently large $g$". The three cases are the possible orders of `T k` and `T j`, with the crossing as threshold when they differ.

```lean
/-- For two given states and all sufficiently large scales, the energies are ordered
by `T`, and by `V` if the two values of `T` agree. -/
theorem pair_order_large_scale (T V : ι → ℝ) (k j : ι) :
    ∀ᶠ g : ℝ in atTop, (energy T V g k ≤ energy T V g j ↔
      T k < T j ∨ (T k = T j ∧ V k ≤ V j)) := by
  rcases lt_trichotomy (T k) (T j) with h | h | h
  · filter_upwards [eventually_gt_atTop (0 : ℝ),
      eventually_ge_atTop ((V k - V j) / (T j - T k))] with g hg hb
    have hb' := (div_le_iff₀ (sub_pos.2 h)).1 hb
    exact ⟨fun _ => Or.inl h, fun _ => (energy_le_iff hg).2 (by linarith)⟩
  · filter_upwards [eventually_gt_atTop (0 : ℝ)] with g hg
    rw [energy_le_iff hg, h]
    simp
  · filter_upwards [eventually_gt_atTop (0 : ℝ),
      eventually_gt_atTop ((V j - V k) / (T k - T j))] with g hg hb
    have hb' := (div_lt_iff₀ (sub_pos.2 h)).1 hb
    constructor
    · intro he
      have he' := (energy_le_iff hg).1 he
      exfalso
      linarith
    · rintro (h' | h')
      · exact absurd h' (not_lt_of_ge h.le)
      · exact absurd h'.1 h.ne'
```

`Finite ι` now lets `eventually_all` merge the pairwise thresholds into one, and `max G 1` makes it positive. The rest translates between the pairwise criterion and `IsLeastAmongLeast T V k`.

```lean
/-- For finitely many states there is a scale from which on the lowest states are
exactly those of least `V` among those of least `T`. -/
theorem lowest_large_scale [Finite ι] (T V : ι → ℝ) :
    ∃ G : ℝ, 0 < G ∧ ∀ g, G ≤ g → ∀ k,
      (IsLowest T V g k ↔ IsLeastAmongLeast T V k) := by
  -- finiteness gives one threshold for all pairs
  have hev := eventually_all.2 fun k =>
    eventually_all.2 fun j => pair_order_large_scale T V k j
  obtain ⟨G, hG⟩ := eventually_atTop.1 hev
  refine ⟨max G 1, lt_of_lt_of_le one_pos (le_max_right _ _), fun g hg k => ?_⟩
  have h := hG g (le_trans (le_max_left _ _) hg) k
  constructor
  · intro hk
    have hl := fun j => (h j).1 (hk j)
    refine ⟨fun j => ?_, fun j hj => ?_⟩
    · rcases hl j with h1 | h1
      · exact h1.le
      · exact h1.1.le
    · rcases hl j with h1 | h1
      · exact absurd (hj k) (not_le_of_gt h1)
      · exact h1.2
  · rintro ⟨hT, hV⟩
    intro j
    refine (h j).2 ?_
    rcases (hT j).lt_or_eq with h1 | h1
    · exact Or.inl h1
    · exact Or.inr ⟨h1, hV j fun i => h1.symm.le.trans (hT i)⟩
```

The inversion is proved with $s=g^{-1}$, using only $gs=1$.

```lean
/-- At a positive scale `g`, a state is lowest exactly when it is lowest at scale
`1/g` with the roles of `T` and `V` exchanged. -/
theorem lowest_inversion {g : ℝ} (hg : 0 < g) (k : ι) :
    IsLowest T V g k ↔ IsLowest V T g⁻¹ k := by
  have key : ∀ s : ℝ, g * s = 1 → ∀ i,
      energy T V g i = g ^ 3 * energy V T s i := by
    intro s hs i
    unfold energy
    linear_combination (-(g * V i * (1 + g * s) + g ^ 2 * T i)) * hs
  have hE := key g⁻¹ (mul_inv_cancel₀ hg.ne')
  have hg3 : 0 < g ^ 3 := by positivity
  constructor
  · intro h j
    have hj := h j
    rw [hE k, hE j] at hj
    exact le_of_mul_le_mul_left hj hg3
  · intro h j
    rw [hE k, hE j]
    exact mul_le_mul_of_nonneg_left (h j) hg3.le
```

The small-scale threshold is then `G⁻¹`, where `G` comes from the large-scale theorem with `T` and `V` exchanged.

```lean
/-- For finitely many states there is a positive scale up to which, at all positive
scales, the lowest states are exactly those of least `T` among those of least `V`. -/
theorem lowest_small_scale [Finite ι] (T V : ι → ℝ) :
    ∃ d : ℝ, 0 < d ∧ ∀ g, 0 < g → g ≤ d → ∀ k,
      (IsLowest T V g k ↔ IsLeastAmongLeast V T k) := by
  -- inversion of the scale turns this into the large-scale result
  obtain ⟨G, hG, h⟩ := lowest_large_scale V T
  refine ⟨G⁻¹, inv_pos.2 hG, fun g hg hgd k => ?_⟩
  exact (lowest_inversion hg k).trans (h g⁻¹ ((le_inv_comm₀ hG hg).2 hgd) k)
```

Finally, state 1 of the example lies strictly between its competitors in both $T$ and $V$, yet its interval is empty. The two comparisons contradict each other, as found above.

```lean
/-- Of three states with `T = 1, 3, 4` and `V = -1, -2, -4`, the middle one is not
lowest at any positive scale. -/
theorem middle_state_never_lowest {g : ℝ} (hg : 0 < g) :
    ¬ IsLowest (ι := Fin 3) ![1, 3, 4] ![-1, -2, -4] g 1 := by
  intro h
  have h0 := (energy_le_iff hg).1 (h 0)
  have h2 := (energy_le_iff hg).1 (h 2)
  -- the first state requires g ≤ 1/2, the third g ≥ 2
  change g * 3 + (-2) ≤ g * 1 + (-1) at h0
  change g * 3 + (-2) ≤ g * 4 + (-4) at h2
  linarith

end ScaledStateOrdering
```

```lean
#print axioms ScaledStateOrdering.lowest_scales_interval
#print axioms ScaledStateOrdering.lowest_state_monotone
#print axioms ScaledStateOrdering.lowest_small_scale
#print axioms ScaledStateOrdering.middle_state_never_lowest
```

```
'ScaledStateOrdering.lowest_scales_interval' depends on axioms: [propext, Classical.choice, Quot.sound]
'ScaledStateOrdering.lowest_state_monotone' depends on axioms: [propext, Classical.choice, Quot.sound]
'ScaledStateOrdering.lowest_small_scale' depends on axioms: [propext, Classical.choice, Quot.sound]
'ScaledStateOrdering.middle_state_never_lowest' depends on axioms: [propext, Classical.choice, Quot.sound]
```
